# The diamagnetic energy A²/2m from the negative-energy states of a Dirac particle at rest

## A quadratic energy from a linear coupling

The nonrelativistic Hamiltonian of an electron in a magnetic field contains the diamagnetic term A²/2m, while the Dirac Hamiltonian is only linear in the vector potential A, so the quadratic term has to arise at second order. To express this as an identity between finite matrices, we set the canonical momentum to zero and take A constant. Only the spinor components then remain. A constant A carries no magnetic field, and A²/2m is then the nonrelativistic kinetic energy of a state with zero canonical momentum. The model keeps the algebra behind the diamagnetic term, not a response to a magnetic field.

Write b for the textbook matrix β and a_k for α_k, with k = 0, 1, 2 for the three directions. They satisfy

b² = 1,  a_k b = −b a_k,  a_i a_j + a_j a_i = 2δ_ij.

For a particle of mass m and charge −1 (an electron, in units of the elementary charge), with c the speed of light, the rest Hamiltonian and the coupling are

H₀ = mc² b,  V_A = c Σ_k A_k a_k.

The projectors on rest states of energy mc² and −mc² are P = (1 + b)/2 and N = (1 − b)/2. A second vector potential is called B; it is not the magnetic field.

## The energy denominator and the sum over states

Since b² = 1,

P² = (1 + 2b + b²)/4 = P,  N² = (1 − 2b + b²)/4 = N.

A state of energy mc² is separated from the negative-energy states by 2mc²:

mc² − H₀ = mc²(1 − b) = 2mc² N.

Hence R = N/(2mc²) satisfies (mc² − H₀)R = N² = N. This is the operator that second-order perturbation theory places between two couplings when the intermediate states have negative energy.

Each a_k anticommutes with b, and therefore so does V_B:

V_B P = (V_B + V_B b)/2 = (V_B − b V_B)/2 = N V_B.

The coupling turns positive-energy states into negative-energy ones, and the projector between two couplings is redundant:

P V_A N V_B P = P V_A N N V_B = P V_A N V_B = P V_A V_B P.

The remaining products combine into a number:

V_A V_B + V_B V_A = c² Σ_ij A_i B_j (a_i a_j + a_j a_i) = 2c² A·B.

Dividing by 2mc² gives the term bilinear in the two potentials,

P V_A R V_B P + P V_B R V_A P = (A·B/m) P.

For B = A the two terms on the left are equal, so

P V_A R V_A P = (A²/2m) P.

## Comparison with the exact energy

In this model the full Hamiltonian can be squared directly. The cross terms H₀V_A + V_A H₀ vanish, and

(H₀ + V_A)² = m²c⁴ + c²A².

Let E be the positive root √(m²c⁴ + c²A²), and let x = A²/2m. Then (mc² + x)² = E² + x², so for positive m and c

mc² + x − E = x²/(mc² + x + E).

The right side is not negative, and its denominator is at least 2mc². The diamagnetic formula therefore overestimates the energy by at most x²/(2mc²) = A⁴/(8m³c²).

## The negative-energy part of a shielding calculation

In a four-component calculation of NMR shielding, A comes from the external field and B from the nuclear magnetic moment. With a basis that does not depend on the field or the moment, and without the response of the electron interaction, an occupied orbital u and the negative-energy orbitals s contribute

Σ_s [⟨u|V_A|s⟩⟨s|V_B|u⟩ + ⟨u|V_B|s⟩⟨s|V_A|u⟩]/(ε_u − ε_s)

to the bilinear energy, where ε denotes an orbital energy. Replace the denominator by 2mc², the sum over |s⟩⟨s| by N, and u by its normalised nonrelativistic counterpart, which has upper components only. The contribution becomes ⟨u|A·B|u⟩/m, and its derivative with respect to field and moment is the nonrelativistic diamagnetic shielding of that orbital.

The algebra holds at each point in space, because the components of A and B are multiplication operators that commute. The step from the model to a molecule is the replacement itself. It treats kinetic and potential energies as small compared with mc², and it assumes that the basis for the lower components is large enough to represent V_A u and V_B u.

## The statement in Lean

`IsDirac b a` collects the three relations for complex matrices indexed by a finite type `n`. Neither the size 4 nor Hermiticity is assumed. `isDirac_witness` shows that the standard 4 by 4 matrices satisfy the relations; their index type `Fin 2 ⊕ Fin 2` separates upper from lower components.

The potential is a function `A : Fin 3 → ℝ`, and `•` multiplies a matrix by a real number. The definitions `posProj`, `negProj`, `coupling`, `restH` and `negResolvent` are P, N, V_A, H₀ and R.

The main theorem, `diamagnetic_from_negative_energy`, assumes the Dirac relations and nonzero `m` and `c`. It states that R solves (mc² − H₀)R = N and that P V_A R V_A P = (A²/2m)P. Perturbation theory is not derived here: the theorem evaluates its second-order operator. `bilinear_diamagnetic` is the version for two potentials, with both sides multiplied by m.

`full_hamiltonian_sq` gives the square of H₀ + V_A. `diamagnetic_energy_error` is an inequality between real numbers, for positive `m` and `c`; that E is an energy level of the standard 4 by 4 Hamiltonian follows from the square together with the vanishing trace, a short argument left to the reader.

## The complete Lean source

```lean
import Mathlib

open Matrix

namespace DiracDiamagnetism

noncomputable section

variable {n : Type*} [Fintype n] [DecidableEq n]

/-- The algebraic relations of the Dirac matrices: `b` squares to one, each `a k` anticommutes
with `b`, and the `a k` anticommute with each other and square to one. -/
structure IsDirac (b : Matrix n n ℂ) (a : Fin 3 → Matrix n n ℂ) : Prop where
  b_sq : b * b = 1
  anti : ∀ k, a k * b = -(b * a k)
  cliff : ∀ i j, a i * a j + a j * a i = (if i = j then (2 : ℝ) else 0) • (1 : Matrix n n ℂ)

/-- The matrix `P = (1 + b)/2`. For Dirac matrices and positive mass it is the projector on
positive-energy states at rest. -/
def posProj (b : Matrix n n ℂ) : Matrix n n ℂ := (1 / 2 : ℝ) • (1 + b)

/-- The matrix `N = (1 - b)/2`. For Dirac matrices and positive mass it is the projector on
negative-energy states at rest. -/
def negProj (b : Matrix n n ℂ) : Matrix n n ℂ := (1 / 2 : ℝ) • (1 - b)

/-- The coupling `V = c ∑ A_k a_k` of a particle of charge `-1` to a constant vector potential `A`.
-/
def coupling (c : ℝ) (a : Fin 3 → Matrix n n ℂ) (A : Fin 3 → ℝ) : Matrix n n ℂ :=
  c • ∑ k, A k • a k

/-- The Dirac Hamiltonian `m c² b` of a free particle at rest. -/
def restH (m c : ℝ) (b : Matrix n n ℂ) : Matrix n n ℂ := (m * c ^ 2) • b

/-- The negative-energy propagator `N / (2 m c²)`, for nonzero `m` and `c`. -/
def negResolvent (m c : ℝ) (b : Matrix n n ℂ) : Matrix n n ℂ :=
  (1 / (2 * m * c ^ 2)) • negProj b

variable {b : Matrix n n ℂ} {a : Fin 3 → Matrix n n ℂ}

/-- For Dirac matrices, `P` and `N` are idempotent. -/
theorem proj_idem (h : IsDirac b a) :
    posProj b * posProj b = posProj b ∧ negProj b * negProj b = negProj b := by
  constructor
  · simp only [posProj, smul_mul_assoc, mul_smul_comm, add_mul, mul_add, one_mul, mul_one, h.b_sq]
    module
  · simp only [negProj, smul_mul_assoc, mul_smul_comm, sub_mul, mul_sub, one_mul, mul_one, h.b_sq]
    module

/-- For Dirac matrices, the coupling to a vector potential anticommutes with `b`. -/
theorem coupling_odd (h : IsDirac b a) (c : ℝ) (A : Fin 3 → ℝ) :
    coupling c a A * b = -(b * coupling c a A) := by
  simp only [coupling, smul_mul_assoc, mul_smul_comm, Finset.sum_mul, Finset.mul_sum, h.anti,
    smul_neg, Finset.sum_neg_distrib]

/-- For Dirac matrices, the anticommutator of the couplings to two vector potentials is
the number `2 c² A·B`. -/
theorem coupling_anticomm (h : IsDirac b a) (c : ℝ) (A B : Fin 3 → ℝ) :
    coupling c a A * coupling c a B + coupling c a B * coupling c a A
      = (2 * c ^ 2 * ∑ k, A k * B k) • (1 : Matrix n n ℂ) := by
  -- collect the products into anticommutators of the `a k`
  have e : coupling c a A * coupling c a B + coupling c a B * coupling c a A
      = (c ^ 2) • ∑ i, ∑ j, (A i * B j) • (a i * a j + a j * a i) := by
    simp only [coupling, Fin.sum_univ_three, smul_mul_assoc, mul_smul_comm, mul_add, add_mul,
      smul_add]
    module
  rw [e]
  simp only [h.cliff, smul_smul, ← Finset.sum_smul, mul_ite, mul_zero, Finset.sum_ite_eq,
    Finset.mem_univ, if_true]
  congr 1
  simp only [Fin.sum_univ_three]
  ring

/-- For Dirac matrices, the negative-energy projector between two couplings can be dropped when
the initial and final states have positive energy: `P V N W P = P V W P`. -/
theorem drop_negProj (h : IsDirac b a) (c : ℝ) (A B : Fin 3 → ℝ) :
    posProj b * coupling c a A * negProj b * coupling c a B * posProj b
      = posProj b * (coupling c a A * coupling c a B) * posProj b := by
  -- the coupling turns positive-energy states into negative-energy ones
  have swap : coupling c a B * posProj b = negProj b * coupling c a B := by
    rw [posProj, negProj, mul_smul_comm, smul_mul_assoc, mul_add, sub_mul, mul_one, one_mul,
      coupling_odd h, sub_eq_add_neg]
  calc posProj b * coupling c a A * negProj b * coupling c a B * posProj b
      = posProj b * coupling c a A * (negProj b * (coupling c a B * posProj b)) := by
        simp only [mul_assoc]
    _ = posProj b * coupling c a A * (negProj b * negProj b * coupling c a B) := by
        rw [swap, mul_assoc (negProj b) (negProj b)]
    _ = posProj b * coupling c a A * (coupling c a B * posProj b) := by
        rw [(proj_idem h).2, swap]
    _ = posProj b * (coupling c a A * coupling c a B) * posProj b := by
        simp only [mul_assoc]

/-- Bilinear diamagnetic term: for Dirac matrices and nonzero `m` and `c`, the two second-order
terms `P V R W P` and `P W R V P`, with `V` and `W` the couplings to `A` and `B` and `R = N/(2mc²)`,
multiplied by `m`, add up to `A·B` times `P`. -/
theorem bilinear_diamagnetic (h : IsDirac b a) {m c : ℝ} (hm : m ≠ 0) (hc : c ≠ 0)
    (A B : Fin 3 → ℝ) :
    m • (posProj b * coupling c a A * negResolvent m c b * coupling c a B * posProj b
        + posProj b * coupling c a B * negResolvent m c b * coupling c a A * posProj b)
      = (∑ k, A k * B k) • posProj b := by
  simp only [negResolvent, mul_smul_comm, smul_mul_assoc, drop_negProj h]
  rw [← smul_add, ← add_mul, ← mul_add, coupling_anticomm h, mul_smul_comm, mul_one,
    smul_mul_assoc, (proj_idem h).1, smul_smul, smul_smul]
  congr 1
  field_simp

/-- Diamagnetism from negative-energy states: for Dirac matrices and nonzero `m` and `c`,
`R = N/(2mc²)` solves `(mc² - H₀) R = N` with `H₀` the rest Hamiltonian, and the second-order
operator `P V R V P` equals `A²/(2m)` times `P`. -/
theorem diamagnetic_from_negative_energy (h : IsDirac b a) {m c : ℝ} (hm : m ≠ 0) (hc : c ≠ 0)
    (A : Fin 3 → ℝ) :
    ((m * c ^ 2) • (1 : Matrix n n ℂ) - restH m c b) * negResolvent m c b = negProj b ∧
    posProj b * coupling c a A * negResolvent m c b * coupling c a A * posProj b
      = ((∑ k, A k ^ 2) / (2 * m)) • posProj b := by
  constructor
  · -- the energy gap to the negative-energy states is `2 m c²`
    have gap : (m * c ^ 2) • (1 : Matrix n n ℂ) - restH m c b = (2 * m * c ^ 2) • negProj b := by
      simp only [restH, negProj]
      module
    have h0 : 2 * m * c ^ 2 ≠ 0 := mul_ne_zero (mul_ne_zero two_ne_zero hm) (pow_ne_zero 2 hc)
    rw [gap, negResolvent, smul_mul_assoc, mul_smul_comm, (proj_idem h).2, smul_smul,
      mul_one_div_cancel h0, one_smul]
  · -- set both potentials equal in the bilinear term
    have h2 := bilinear_diamagnetic h hm hc A A
    have hs : ∑ k, A k * A k = ∑ k, A k ^ 2 := by simp only [pow_two]
    rw [hs] at h2
    generalize posProj b * coupling c a A * negResolvent m c b * coupling c a A * posProj b = X
      at h2 ⊢
    have h3 : X = (1 / (2 * m)) • (m • (X + X)) := by
      rw [← two_smul ℝ X, smul_smul, smul_smul,
        show 1 / (2 * m) * m * 2 = 1 by field_simp, one_smul]
    rw [h3, h2, smul_smul]
    congr 1
    ring

/-- For Dirac matrices, the square of the full Hamiltonian `m c² b + V` is the number
`m² c⁴ + c² A²`. -/
theorem full_hamiltonian_sq (h : IsDirac b a) (m c : ℝ) (A : Fin 3 → ℝ) :
    (restH m c b + coupling c a A) * (restH m c b + coupling c a A)
      = ((m * c ^ 2) ^ 2 + c ^ 2 * ∑ k, A k ^ 2) • (1 : Matrix n n ℂ) := by
  have hv := coupling_anticomm h c A A
  have hs : ∑ k, A k * A k = ∑ k, A k ^ 2 := by simp only [pow_two]
  rw [hs] at hv
  have hH : restH m c b * restH m c b = ((m * c ^ 2) ^ 2) • (1 : Matrix n n ℂ) := by
    rw [restH, smul_mul_assoc, mul_smul_comm, h.b_sq, smul_smul, ← pow_two]
  -- the cross terms cancel
  have hx : restH m c b * coupling c a A + coupling c a A * restH m c b = 0 := by
    simp only [restH, smul_mul_assoc, mul_smul_comm, coupling_odd h, smul_neg, add_neg_cancel]
  rw [add_mul, mul_add, mul_add]
  linear_combination (norm := module) hH + hx + (1 / 2 : ℝ) • hv

/-- For positive `m` and `c`, the energy `√(m²c⁴ + c²A²)` lies below `mc² + A²/(2m)` by at most
`A⁴/(8m³c²)`. -/
theorem diamagnetic_energy_error {m c : ℝ} (hm : 0 < m) (hc : 0 < c) (A : Fin 3 → ℝ) :
    0 ≤ m * c ^ 2 + (∑ k, A k ^ 2) / (2 * m)
        - √((m * c ^ 2) ^ 2 + c ^ 2 * ∑ k, A k ^ 2) ∧
    m * c ^ 2 + (∑ k, A k ^ 2) / (2 * m) - √((m * c ^ 2) ^ 2 + c ^ 2 * ∑ k, A k ^ 2)
      ≤ (∑ k, A k ^ 2) ^ 2 / (8 * m ^ 3 * c ^ 2) := by
  have hS : 0 ≤ ∑ k, A k ^ 2 := Finset.sum_nonneg fun k _ => sq_nonneg (A k)
  generalize ∑ k, A k ^ 2 = S at hS ⊢
  -- measure `A²` by the diamagnetic energy `x`
  obtain ⟨x, hx⟩ : ∃ x, S = 2 * m * x := ⟨S / (2 * m), by field_simp⟩
  subst hx
  have hx0 : 0 ≤ x := (mul_nonneg_iff_of_pos_left (by positivity)).mp hS
  have e : 2 * m * x / (2 * m) = x := by field_simp
  rw [e]
  have hr : 0 < m * c ^ 2 := by positivity
  have hE := Real.sq_sqrt (show 0 ≤ (m * c ^ 2) ^ 2 + c ^ 2 * (2 * m * x) by positivity)
  have hup : √((m * c ^ 2) ^ 2 + c ^ 2 * (2 * m * x)) ≤ m * c ^ 2 + x :=
    Real.sqrt_le_iff.mpr ⟨by positivity, by nlinarith [sq_nonneg x]⟩
  have hlo : m * c ^ 2 ≤ √((m * c ^ 2) ^ 2 + c ^ 2 * (2 * m * x)) :=
    (Real.le_sqrt' hr).mpr (le_add_of_nonneg_right (by positivity))
  generalize √((m * c ^ 2) ^ 2 + c ^ 2 * (2 * m * x)) = E at hE hup hlo ⊢
  refine ⟨by linarith, ?_⟩
  -- difference of squares, with the sum of the energies at least `2 m c²`
  have key : (m * c ^ 2 + x - E) * (2 * (m * c ^ 2)) ≤ x ^ 2 := by
    nlinarith [mul_nonneg (sub_nonneg.mpr hup)
      (show 0 ≤ m * c ^ 2 + x + E - 2 * (m * c ^ 2) by linarith)]
  rw [le_div_iff₀ (by positivity)]
  nlinarith [mul_le_mul_of_nonneg_left key (show 0 ≤ 4 * m ^ 2 by positivity)]

/-- The three Pauli matrices. -/
def pauli : Fin 3 → Matrix (Fin 2) (Fin 2) ℂ :=
  ![!![0, 1; 1, 0], !![0, -Complex.I; Complex.I, 0], !![1, 0; 0, -1]]

/-- The Pauli matrices anticommute with each other and square to one. -/
theorem pauli_anticomm (i j : Fin 3) : pauli i * pauli j + pauli j * pauli i
    = (if i = j then (2 : ℝ) else 0) • (1 : Matrix (Fin 2) (Fin 2) ℂ) := by
  fin_cases i <;> fin_cases j <;> ext p q <;> fin_cases p <;> fin_cases q <;>
    simp [pauli] <;> norm_num

/-- The standard 4 by 4 matrices, with `b = diag(1, 1, -1, -1)` and the Pauli matrices in the
off-diagonal blocks of `a k`, satisfy the Dirac relations. -/
theorem isDirac_witness :
    IsDirac (fromBlocks 1 0 0 (-1) : Matrix (Fin 2 ⊕ Fin 2) (Fin 2 ⊕ Fin 2) ℂ)
      (fun k => fromBlocks 0 (pauli k) (pauli k) 0) where
  b_sq := by simp [fromBlocks_multiply]
  anti k := by simp [fromBlocks_multiply, fromBlocks_neg]
  cliff i j := by
    rw [← fromBlocks_one]
    simp only [fromBlocks_multiply, fromBlocks_add, fromBlocks_smul, Matrix.zero_mul,
      Matrix.mul_zero, add_zero, zero_add, smul_zero, pauli_anticomm]

end

end DiracDiamagnetism
```

```lean
#print axioms DiracDiamagnetism.diamagnetic_from_negative_energy
#print axioms DiracDiamagnetism.full_hamiltonian_sq
#print axioms DiracDiamagnetism.diamagnetic_energy_error
```

```
'DiracDiamagnetism.diamagnetic_from_negative_energy' depends on axioms: [propext, Classical.choice, Quot.sound]
'DiracDiamagnetism.full_hamiltonian_sq' depends on axioms: [propext, Classical.choice, Quot.sound]
'DiracDiamagnetism.diamagnetic_energy_error' depends on axioms: [propext, Classical.choice, Quot.sound]
```

## How the lemmas fit together

`proj_idem` expands the products, inserts b² = 1 and leaves a linear identity between matrices, which `module` closes. `coupling_odd` carries the anticommutation with b through the sum over k.

In `coupling_anticomm`, the equation `e` gathers the products into the anticommutators a_i a_j + a_j a_i. Rewriting with `h.cliff` then reduces the double sum to its diagonal, which is A·B up to the factor 2c².

`drop_negProj` first proves `swap`, the relation V_B P = N V_B. Its `calc` block moves the right-hand P through the coupling, merges N N into N, and moves the projector back.

`bilinear_diamagnetic` takes the factor 1/(2mc²) out of R, drops N from both terms and replaces the anticommutator by its value. What remains is a cancellation of real factors, done by `field_simp`, which uses that m and c are nonzero.

The main theorem has two parts. For the first, `gap` is the identity mc² − H₀ = 2mc² N, and idempotence of N finishes the argument. For the second, the bilinear result is applied with B = A. The second-order operator is then abbreviated to `X`, and `h3` recovers `X` from m(X + X) by dividing by 2m.

`full_hamiltonian_sq` adds three ingredients with `linear_combination`: the square of H₀ (`hH`), the vanishing cross terms (`hx`), and half the anticommutator of V_A with itself (`hv`).

For the error bound, A² is written as 2mx. The inequalities `hup` and `hlo` place E between mc² and mc² + x. The step `key` is the difference of squares in the form

(mc² + x − E) · 2mc² ≤ x²,

and multiplying by 4m² gives the stated bound.

For the standard matrices, `pauli_anticomm` checks every entry of every pair of Pauli matrices by cases. Block multiplication carries these relations over to the 4 by 4 matrices.
